# Phonon escape limits the slow relaxation rate of spins in a linear two-reservoir model

The phonons are treated here as a second reservoir that can heat up, not as a bath held at equilibrium. Let \(x\) and \(y\) be the temperature-like excesses of the spins and of the resonant phonons over surroundings at a fixed temperature, small enough for linear rate equations:

\[
x'=-a(x-y),\qquad y'=as(x-y)-by .
\]

The spin-phonon rate \(a\), the phonon escape rate \(b\) and the ratio \(s\) of spin to phonon heat capacity are given positive constants. The model has a single phonon reservoir, with no phonon spectrum or spatial transport.

```lean
import Mathlib

open Matrix Filter Topology

namespace PhononBottleneck

noncomputable section
```

This loads Mathlib and opens a namespace for the definitions.

## The decay matrix and its rates

```lean
/-- Decay matrix of the excitations of spins and resonant phonons: `a` is the spin-phonon rate,
`b` the phonon escape rate and `s` the ratio of spin to phonon heat capacity. -/
def decayMatrix (a b s : ℝ) : Matrix (Fin 2) (Fin 2) ℝ :=
  !![a, -a; -(a * s), a * s + b]
```

With \(v=(x,y)\), the equations read \(v'=-Mv\), where \(M\) is `decayMatrix a b s`. Lean counts from zero: `v 0` is the spin excess, `v 1` the phonon excess.

```lean
/-- A decay rate is an eigenvalue of the decay matrix. -/
def IsDecayRate (a b s l : ℝ) : Prop :=
  ∃ v : Fin 2 → ℝ, v ≠ 0 ∧ decayMatrix a b s *ᵥ v = l • v
```

A number \(l\) is a decay rate if \(Mv=lv\) for some nonzero real \(v\). The symbol `*ᵥ` applies a matrix to a vector, and `•` multiplies by a scalar.

```lean
/-- The smaller root of the characteristic equation. -/
def slowRate (a b s : ℝ) : ℝ :=
  (a * (1 + s) + b - √((a * (1 + s) + b) ^ 2 - 4 * (a * b))) / 2

/-- The larger root of the characteristic equation. -/
def fastRate (a b s : ℝ) : ℝ :=
  (a * (1 + s) + b + √((a * (1 + s) + b) ^ 2 - 4 * (a * b))) / 2
```

These are the roots \(r\) (slow) and \(f\) (fast) of \(p(l)=l^2-(a(1+s)+b)\,l+ab\).

```lean
/-- Spin excess at time `t` after the spins alone have been excited by one unit. -/
def spinExcess (a b s t : ℝ) : ℝ :=
  ((fastRate a b s - a) * Real.exp (-slowRate a b s * t)
    + (a - slowRate a b s) * Real.exp (-fastRate a b s * t)) / (fastRate a b s - slowRate a b s)

/-- Phonon excess at time `t` after the spins alone have been excited by one unit. -/
def phononExcess (a b s t : ℝ) : ℝ :=
  a * s * (Real.exp (-slowRate a b s * t) - Real.exp (-fastRate a b s * t))
    / (fastRate a b s - slowRate a b s)
```

For spins excited by one unit and phonons initially at equilibrium, the proposed solution is

\[
x(t)=\frac{(f-a)e^{-rt}+(a-r)e^{-ft}}{f-r},\qquad
y(t)=\frac{as\,(e^{-rt}-e^{-ft})}{f-r}.
\]

```lean
/-- The decay matrix describes exchange proportional to the difference of spin and phonon
excess, together with escape of the phonons. -/
theorem decayMatrix_mulVec (a b s : ℝ) (v : Fin 2 → ℝ) :
    decayMatrix a b s *ᵥ v = ![a * (v 0 - v 1), b * v 1 - a * s * (v 0 - v 1)] := by
  ext i
  fin_cases i <;> simp [decayMatrix, Matrix.mulVec, dotProduct, Fin.sum_univ_two] <;> ring
```

Multiplying out gives \(Mv=(a(x-y),\;by-as(x-y))\), the rate equations with the sign reversed. The proof checks each component.

## Two positive rates

```lean
/-- For positive `a`, `b` and `s` the slow and the fast rate are positive and distinct; their sum is
`a * (1 + s) + b` and their product is `a * b`. -/
theorem rates_sum_prod {a b s : ℝ} (ha : 0 < a) (hb : 0 < b) (hs : 0 < s) :
    0 < slowRate a b s ∧ slowRate a b s < fastRate a b s ∧
    slowRate a b s + fastRate a b s = a * (1 + s) + b ∧
    slowRate a b s * fastRate a b s = a * b := by
  have hab : 0 < a * b := mul_pos ha hb
  -- the discriminant is a square plus a positive coupling term
  have hD : 0 < (a * (1 + s) + b) ^ 2 - 4 * (a * b) := by
    have h1 : (a * (1 + s) + b) ^ 2 - 4 * (a * b)
        = (a * (1 + s) - b) ^ 2 + 4 * (a * b * s) := by ring
    rw [h1]
    positivity
  have hroot := Real.sqrt_pos.mpr hD
  have hsq := Real.sq_sqrt hD.le
  have hlt : slowRate a b s < fastRate a b s := by
    unfold slowRate fastRate
    linarith
  have hsum : slowRate a b s + fastRate a b s = a * (1 + s) + b := by
    unfold slowRate fastRate
    ring
  have hprod : slowRate a b s * fastRate a b s = a * b := by
    unfold slowRate fastRate
    linear_combination (-1 / 4) * hsq
  have hT : 0 < a * (1 + s) + b := by positivity
  have hf : 0 < fastRate a b s := by linarith
  refine ⟨?_, hlt, hsum, hprod⟩
  by_contra h
  have h2 := mul_nonneg (neg_nonneg.mpr (not_lt.mp h)) hf.le
  linarith
```

The hypotheses `ha`, `hb`, `hs` say that \(a,b,s>0\). The discriminant is

\[
(a(1+s)+b)^2-4ab=(a(1+s)-b)^2+4abs>0,
\]

so \(r<f\). Adding and multiplying the roots gives \(r+f=a(1+s)+b\) and \(rf=ab\). The sum is positive, so \(f>0\), and the positive product then forces \(r>0\). Here `ring` checks algebraic identities, `linarith` linear inequalities, and `linear_combination` equations built from known ones.

```lean
/-- A trial rate at which the characteristic polynomial is negative lies strictly between the
slow and the fast rate. -/
theorem between_rates {a b s l : ℝ} (ha : 0 < a) (hb : 0 < b) (hs : 0 < s)
    (hl : l ^ 2 - (a * (1 + s) + b) * l + a * b < 0) :
    slowRate a b s < l ∧ l < fastRate a b s := by
  obtain ⟨-, hlt, hsum, hprod⟩ := rates_sum_prod ha hb hs
  have hneg : (l - slowRate a b s) * (l - fastRate a b s) < 0 := by
    rw [← hsum, ← hprod] at hl
    linarith
  constructor
  · by_contra h
    have h1 := not_lt.mp h
    have h2 := mul_nonneg (sub_nonneg.mpr h1) (sub_nonneg.mpr (h1.trans hlt.le))
    linarith
  · by_contra h
    have h1 := not_lt.mp h
    have h2 := mul_nonneg (sub_nonneg.mpr (hlt.le.trans h1)) (sub_nonneg.mpr h1)
    linarith
```

Since \(p(l)=(l-r)(l-f)\), a negative value requires factors of opposite sign, hence \(r<l<f\). Lean refutes each alternative by showing that the product would be nonnegative.

```lean
/-- The decay rates of the coupled system are exactly the slow and the fast rate. -/
theorem isDecayRate_iff {a b s : ℝ} (ha : 0 < a) (hb : 0 < b) (hs : 0 < s) (l : ℝ) :
    IsDecayRate a b s l ↔ l = slowRate a b s ∨ l = fastRate a b s := by
  obtain ⟨-, -, hsum, hprod⟩ := rates_sum_prod ha hb hs
  constructor
  · rintro ⟨v, hv, he⟩
    rw [decayMatrix_mulVec] at he
    have h0 : a * (v 0 - v 1) = l * v 0 := congrFun he 0
    have h1 : b * v 1 - a * s * (v 0 - v 1) = l * v 1 := congrFun he 1
    -- a mode always involves the spins
    have hv0 : v 0 ≠ 0 := by
      intro hz
      have h2 : a * v 1 = 0 := by
        rw [hz] at h0
        linarith
      have h3 : v 1 = 0 := (mul_eq_zero.mp h2).resolve_left ha.ne'
      apply hv
      ext i
      fin_cases i
      · exact hz
      · exact h3
    have hp : (l - slowRate a b s) * (l - fastRate a b s) * v 0 = 0 := by
      linear_combination (a * s + b - l) * h0 + a * h1 - l * v 0 * hsum + v 0 * hprod
    rcases mul_eq_zero.mp ((mul_eq_zero.mp hp).resolve_right hv0) with h | h
    · exact Or.inl (sub_eq_zero.mp h)
    · exact Or.inr (sub_eq_zero.mp h)
  · intro h
    have hz : (l - slowRate a b s) * (l - fastRate a b s) = 0 := by
      rcases h with h | h <;> rw [h] <;> ring
    refine ⟨![a, a - l], fun h0 => ha.ne' (congrFun h0 0), ?_⟩
    rw [decayMatrix_mulVec]
    ext i
    fin_cases i
    · change a * (a - (a - l)) = l * a
      ring
    · change b * (a - l) - a * s * (a - (a - l)) = l * (a - l)
      linear_combination hz + l * hsum - hprod
```

Suppose \(Mv=lv\). If \(x=0\), the first row gives \(y=0\), which is excluded. Eliminating \(y\) from the two rows gives \(p(l)\,x=0\), so \(l\) is \(r\) or \(f\). Conversely, for either root, \((a,\,a-l)\) is an eigenvector: the first row holds identically, and the second is \(p(l)=0\).

## The bottleneck bounds

```lean
/-- Phonon bottleneck: there are exactly two decay rates, both positive and distinct, and the
slower one lies above `ab/(a(1+s)+b)` and below both `a` and `b/(1+s)`. -/
theorem phonon_bottleneck {a b s : ℝ} (ha : 0 < a) (hb : 0 < b) (hs : 0 < s) :
    (∀ l, IsDecayRate a b s l ↔ l = slowRate a b s ∨ l = fastRate a b s) ∧
    0 < slowRate a b s ∧ slowRate a b s < fastRate a b s ∧
    a * b / (a * (1 + s) + b) < slowRate a b s ∧
    slowRate a b s < min a (b / (1 + s)) := by
  obtain ⟨hpos, hlt, hsum, hprod⟩ := rates_sum_prod ha hb hs
  refine ⟨isDecayRate_iff ha hb hs, hpos, hlt, ?_, lt_min ?_ ?_⟩
  · rw [div_lt_iff₀ (by positivity), ← hsum, ← hprod]
    have h := mul_pos hpos hpos
    linarith
  · apply (between_rates ha hb hs _).1
    have h : 0 < a ^ 2 * s := by positivity
    linarith
  · apply (between_rates ha hb hs _).1
    have hc : b / (1 + s) * (1 + s) = b := div_mul_cancel₀ b (by positivity)
    have hcp : 0 < s * (b / (1 + s)) ^ 2 := by positivity
    have h : (b / (1 + s)) ^ 2 - (a * (1 + s) + b) * (b / (1 + s)) + a * b
        = -(s * (b / (1 + s)) ^ 2) := by
      linear_combination (b / (1 + s) - a) * hc
    linarith
```

The theorem combines the list of rates with

\[
\frac{ab}{a(1+s)+b}<r<\min\!\left(a,\frac{b}{1+s}\right).
\]

For the lower bound, \(r(r+f)=r^2+ab>ab\); divide by \(r+f\). For the upper bounds, put \(c=b/(1+s)\) and compute

\[
p(a)=-a^2s<0,\qquad p(c)=c^2-bc=-sc^2<0 .
\]

By `between_rates`, both \(a\) and \(c\) exceed \(r\). Within this linear model, a slow recovery seen in electron paramagnetic resonance can therefore reflect phonon escape and not weak spin-phonon coupling.

```lean
/-- For ever faster spin-phonon exchange the slow rate tends to `b/(1+s)`. -/
theorem slowRate_tendsto {b s : ℝ} (hb : 0 < b) (hs : 0 < s) :
    Tendsto (fun a => slowRate a b s) atTop (𝓝 (b / (1 + s))) := by
  have h1s : 0 < 1 + s := by linarith
  have hT : Tendsto (fun a : ℝ => (1 + s) * (a * (1 + s) + b)) atTop atTop :=
    (tendsto_atTop_add_const_right _ b (tendsto_id.atTop_mul_const h1s)).const_mul_atTop h1s
  have hlow : Tendsto (fun a : ℝ => b / (1 + s) - b ^ 2 / ((1 + s) * (a * (1 + s) + b)))
      atTop (𝓝 (b / (1 + s))) := by
    simpa using (tendsto_const_nhds (x := b / (1 + s))).sub (hT.const_div_atTop (b ^ 2))
  -- squeeze between the two bounds of the bottleneck theorem
  refine tendsto_of_tendsto_of_tendsto_of_le_of_le' hlow tendsto_const_nhds ?_ ?_
  · filter_upwards [eventually_gt_atTop (0 : ℝ)] with a ha
    have hTa : 0 < a * (1 + s) + b := by positivity
    have h : b / (1 + s) - b ^ 2 / ((1 + s) * (a * (1 + s) + b))
        = a * b / (a * (1 + s) + b) := by
      field_simp
      ring
    rw [h]
    exact (phonon_bottleneck ha hb hs).2.2.2.1.le
  · filter_upwards [eventually_gt_atTop (0 : ℝ)] with a ha
    exact ((phonon_bottleneck ha hb hs).2.2.2.2.trans_le (min_le_right _ _)).le
```

As \(a\to\infty\) (`atTop`) at fixed \(b\) and \(s\), \(r\) approaches \(b/(1+s)\). The lower bound equals

\[
\frac{b}{1+s}-\frac{b^2}{(1+s)(a(1+s)+b)},
\]

whose last term vanishes, so \(r\) is squeezed between this and \(b/(1+s)\).

## Recovery after exciting the spins

```lean
/-- The spin and phonon excess start at one and zero and obey the rate equations given by the
decay matrix. -/
theorem recovery_solves {a b s : ℝ} (ha : 0 < a) (hb : 0 < b) (hs : 0 < s) :
    spinExcess a b s 0 = 1 ∧ phononExcess a b s 0 = 0 ∧ ∀ t,
    HasDerivAt (spinExcess a b s)
      (-((decayMatrix a b s *ᵥ ![spinExcess a b s t, phononExcess a b s t]) 0)) t ∧
    HasDerivAt (phononExcess a b s)
      (-((decayMatrix a b s *ᵥ ![spinExcess a b s t, phononExcess a b s t]) 1)) t := by
  obtain ⟨-, hlt, hsum, hprod⟩ := rates_sum_prod ha hb hs
  have hne : fastRate a b s - slowRate a b s ≠ 0 := (sub_pos.mpr hlt).ne'
  have hK : (fastRate a b s - a) * (a - slowRate a b s) = a ^ 2 * s := by
    linear_combination a * hsum - hprod
  refine ⟨?_, ?_, fun t => ?_⟩
  · unfold spinExcess
    rw [div_eq_one_iff_eq hne]
    simp only [mul_zero, Real.exp_zero]
    ring
  · simp [phononExcess]
  · have hexp : ∀ k : ℝ, HasDerivAt (fun t => Real.exp (-k * t)) (-k * Real.exp (-k * t)) t :=
      fun k => (((hasDerivAt_id' t).const_mul (-k)).exp).congr_deriv (by ring)
    rw [decayMatrix_mulVec]
    constructor
    · refine ((((hexp (slowRate a b s)).const_mul (fastRate a b s - a)).fun_add
        ((hexp (fastRate a b s)).const_mul (a - slowRate a b s))).div_const
        (fastRate a b s - slowRate a b s)).congr_deriv ?_
      change _ = -(a * (spinExcess a b s t - phononExcess a b s t))
      unfold spinExcess phononExcess
      linear_combination ((Real.exp (-slowRate a b s * t) - Real.exp (-fastRate a b s * t))
        / (fastRate a b s - slowRate a b s)) * hK
    · refine ((((hexp (slowRate a b s)).fun_sub (hexp (fastRate a b s))).const_mul
        (a * s)).div_const (fastRate a b s - slowRate a b s)).congr_deriv ?_
      change _ = -(b * phononExcess a b s t
        - a * s * (spinExcess a b s t - phononExcess a b s t))
      unfold spinExcess phononExcess
      linear_combination (a * s * (Real.exp (-fastRate a b s * t)
        - Real.exp (-slowRate a b s * t)) / (fastRate a b s - slowRate a b s)) * hsum
```

`HasDerivAt` states that a function has the given derivative at \(t\). At \(t=0\) the formulas give \(x=1\), \(y=0\). Differentiate them and compare the coefficients of the two exponentials: the spin equation follows from \((f-a)(a-r)=a^2s\), the phonon equation from \(r+f=a(1+s)+b\). The theorem verifies this solution and does not address uniqueness.

```lean
/-- At every later time the spin excess is larger than `exp (-a t)`, the decay of spins coupled
to phonons held at equilibrium. -/
theorem spinExcess_gt_exp {a b s t : ℝ} (ha : 0 < a) (hb : 0 < b) (hs : 0 < s) (ht : 0 < t) :
    Real.exp (-a * t) < spinExcess a b s t := by
  have hlt := (rates_sum_prod ha hb hs).2.1
  obtain ⟨hr, hf⟩ : slowRate a b s < a ∧ a < fastRate a b s := by
    apply between_rates ha hb hs
    have h : 0 < a ^ 2 * s := by positivity
    linarith
  -- each exponential lies above its tangent in the rate, taken at `a`
  have tangent : ∀ k : ℝ, a - k ≠ 0 →
      Real.exp (-a * t) * ((a - k) * t + 1) < Real.exp (-k * t) := by
    intro k hk
    calc Real.exp (-a * t) * ((a - k) * t + 1)
        < Real.exp (-a * t) * Real.exp ((a - k) * t) :=
          mul_lt_mul_of_pos_left (Real.add_one_lt_exp (mul_ne_zero hk ht.ne')) (Real.exp_pos _)
      _ = Real.exp (-k * t) := by
          rw [← Real.exp_add]
          congr 1
          ring
  have h1 := mul_lt_mul_of_pos_left (tangent _ (sub_pos.mpr hr).ne') (sub_pos.mpr hf)
  have h2 := mul_lt_mul_of_pos_left (tangent _ (sub_neg.mpr hf).ne) (sub_pos.mpr hr)
  unfold spinExcess
  rw [lt_div_iff₀ (sub_pos.mpr hlt)]
  linarith

end

end PhononBottleneck
```

Phonons held at equilibrium would give \(x=e^{-at}\). For \(k\ne a\) and \(t>0\),

\[
e^{-kt}=e^{-at}e^{(a-k)t}>e^{-at}\bigl(1+(a-k)t\bigr).
\]

Take \(k=r\) and \(k=f\) with the positive weights \((f-a)/(f-r)\) and \((a-r)/(f-r)\). The weights add to one and the terms linear in \(t\) cancel, leaving \(x(t)>e^{-at}\).

## Rates for \(a=3\), \(b=2\), \(s=2/3\)

In a common inverse-time unit, \(r+f=7\) and \(rf=6\), so \(r=1\) and \(f=6\). The bounds read \(6/7<1<\min(3,6/5)\), and the spin excess is \(x(t)=(3e^{-t}+2e^{-6t})/5\). It starts with slope \(-3\), as without phonon heating, but its tail decays at rate 1.

```lean
#print axioms PhononBottleneck.slowRate_tendsto
-- 'PhononBottleneck.slowRate_tendsto' depends on axioms: [propext, Classical.choice, Quot.sound]
#print axioms PhononBottleneck.recovery_solves
-- 'PhononBottleneck.recovery_solves' depends on axioms: [propext, Classical.choice, Quot.sound]
#print axioms PhononBottleneck.spinExcess_gt_exp
-- 'PhononBottleneck.spinExcess_gt_exp' depends on axioms: [propext, Classical.choice, Quot.sound]
```
